# For a normalised orbital with bounded second energy derivative, the overlap determinant of $\varphi(E)$, $\varphi'(E)$ and $\varphi(E+e)$ is at most of order $e^4$

Orbitals are treated here as vectors in an arbitrary real inner-product space $V$, and no radial Schrödinger equation is imposed on them. For real radial functions inside one atomic sphere, $\langle f,g\rangle$ is the usual radial overlap integral. Three vectors matter: the radial function $u$ at a linearisation energy $E$, its energy derivative $w$, and the radial function $v$ at the shifted energy $E+e$. That $v$ lies close to the linearised function enters first as a hypothesis,

$$v = u + e\,w + r,\qquad \|r\|\le M e^2,$$

where the constant $M$ measures how strongly the orbital's shape curves with energy. This hypothesis is later derived from a bound on the second energy derivative.

In an augmented-wave basis, a local orbital can be built from three such radial functions. The result bounds the determinant of their overlap matrix when the extra energy is placed near $E$. It does not cover the full basis, with its interstitial region and boundary matching, or a local orbital rescaled to unit norm after matching.

```lean
import Mathlib

open scoped InnerProductSpace
open Matrix

namespace LocalOrbitalDependence

variable {V : Type*} [NormedAddCommGroup V] [InnerProductSpace ℝ V]
```

## The overlap matrix and its determinant

The overlap matrix $S$ holds all inner products of the three orbitals, in the order $u, w, v$.

```lean
/-- The overlap (Gram) matrix of three real orbitals `u`, `w`, `v`. -/
def overlap (u w v : V) : Matrix (Fin 3) (Fin 3) ℝ :=
  !![⟪u, u⟫_ℝ, ⟪u, w⟫_ℝ, ⟪u, v⟫_ℝ;
     ⟪w, u⟫_ℝ, ⟪w, w⟫_ℝ, ⟪w, v⟫_ℝ;
     ⟪v, u⟫_ℝ, ⟪v, w⟫_ℝ, ⟪v, v⟫_ℝ]
```

The notation `⟪u, v⟫_ℝ` is the real inner product. Nothing is normalised at this stage. Expanding the determinant and using the symmetry of the inner product gives

$$\det S=\langle u,u\rangle\langle w,w\rangle\langle v,v\rangle-\langle u,u\rangle\langle w,v\rangle^2-\langle v,v\rangle\langle u,w\rangle^2+2\langle u,w\rangle\langle w,v\rangle\langle u,v\rangle-\langle w,w\rangle\langle u,v\rangle^2 .$$

```lean
/-- The overlap determinant of three orbitals in terms of their inner products. -/
theorem det_overlap (u w v : V) :
    (overlap u w v).det = ⟪u, u⟫_ℝ * ⟪w, w⟫_ℝ * ⟪v, v⟫_ℝ - ⟪u, u⟫_ℝ * ⟪w, v⟫_ℝ ^ 2
      - ⟪v, v⟫_ℝ * ⟪u, w⟫_ℝ ^ 2 + 2 * ⟪u, w⟫_ℝ * ⟪w, v⟫_ℝ * ⟪u, v⟫_ℝ
      - ⟪w, w⟫_ℝ * ⟪u, v⟫_ℝ ^ 2 := by
  have h := Matrix.det_fin_three (overlap u w v)
  change _ = ⟪u, u⟫_ℝ * ⟪w, w⟫_ℝ * ⟪v, v⟫_ℝ - ⟪u, u⟫_ℝ * ⟪w, v⟫_ℝ * ⟪v, w⟫_ℝ
    - ⟪u, w⟫_ℝ * ⟪w, u⟫_ℝ * ⟪v, v⟫_ℝ + ⟪u, w⟫_ℝ * ⟪w, v⟫_ℝ * ⟪v, u⟫_ℝ
    + ⟪u, v⟫_ℝ * ⟪w, u⟫_ℝ * ⟪v, w⟫_ℝ - ⟪u, v⟫_ℝ * ⟪w, w⟫_ℝ * ⟪v, u⟫_ℝ at h
  rw [h, real_inner_comm u w, real_inner_comm u v, real_inner_comm w v]
  ring
```

The proof takes the general $3\times3$ formula, identifies the symmetric pairs with `real_inner_comm`, and leaves the polynomial identity to `ring`.

## Removing the linearised part

Replace a third orbital $r$ by $a\,u+b\,w+r$. In the overlap matrix this adds $a$ times the first column and $b$ times the second to the third column, and then does the same with the rows. Neither operation changes the determinant.

```lean
/-- Adding multiples of `u` and `w` to the third orbital does not change the overlap
determinant. -/
theorem det_overlap_add (u w r : V) (a b : ℝ) :
    (overlap u w (a • u + b • w + r)).det = (overlap u w r).det := by
  rw [det_overlap, det_overlap]
  simp only [inner_add_left, inner_add_right, real_inner_smul_left, real_inner_smul_right]
  rw [real_inner_comm u w, real_inner_comm u r, real_inner_comm w r]
  ring
```

Lean reaches the same conclusion by expanding both determinants with bilinearity and comparing them. In particular, adding multiples of $u$ and $w$ to $v$, as is done to make a local orbital vanish at the sphere boundary, leaves the determinant as it was. Rescaling the resulting local orbital to unit norm does change it: the determinant is then divided by the squared norm of the local orbital, which may itself be small when $e$ is small.

Now let $\langle u,u\rangle=1$, $\langle u,w\rangle=0$ and $\langle w,w\rangle=p$. With $a=1$ and $b=e$, the third orbital $v$ may be replaced by $r$, and the determinant formula reduces to

$$\det S = p\,\langle r,r\rangle - p\,\langle u,r\rangle^2-\langle w,r\rangle^2 .$$

```lean
/-- For normalised `u` and `w` orthogonal to `u` with `⟨w,w⟩ = p`, the overlap determinant of
`u`, `w` and `u + e w + r` depends only on `p` and the inner products of the remainder `r`. -/
theorem det_overlap_remainder {u w : V} {p : ℝ} (hu : ⟪u, u⟫_ℝ = 1) (huw : ⟪u, w⟫_ℝ = 0)
    (hw : ⟪w, w⟫_ℝ = p) (r : V) (e : ℝ) :
    (overlap u w (u + e • w + r)).det
      = p * ⟪r, r⟫_ℝ - p * ⟪u, r⟫_ℝ ^ 2 - ⟪w, r⟫_ℝ ^ 2 := by
  have h := det_overlap_add u w r 1 e
  rw [one_smul] at h
  rw [h, det_overlap, hu, huw, hw]
  ring
```

## Bounds from the remainder

For the upper bound, note that $p=\langle w,w\rangle\ge0$. Dropping the two subtracted squares gives

$$\det S\le p\,\|r\|^2\le p\,(Me^2)^2=p\,M^2e^4 .$$

For the lower bound, first take $p>0$ and set

$$x = p\,r-p\,\langle u,r\rangle\,u-\langle w,r\rangle\,w ,$$

which is $p$ times the part of $r$ orthogonal to $u$ and $w$. Its squared norm is

$$\begin{aligned}\langle x,x\rangle&=p^2\langle r,r\rangle+p^2\langle u,r\rangle^2+p\langle w,r\rangle^2-2p^2\langle u,r\rangle^2-2p\langle w,r\rangle^2\\&=p\left(p\langle r,r\rangle-p\langle u,r\rangle^2-\langle w,r\rangle^2\right)=p\det S .\end{aligned}$$

Since $\langle x,x\rangle\ge0$ and $p>0$, the determinant is non-negative. If $p=0$, then $w=0$ and the determinant vanishes.

```lean
/-- Near linear dependence: if `u` is normalised, `w` is orthogonal to `u` with `⟨w,w⟩ = p`, and
`v = u + e w + r` with `‖r‖ ≤ M e²`, the overlap determinant lies between `0` and `p M² e⁴`. -/
theorem det_overlap_bounds {u w v r : V} {p e M : ℝ} (hu : ⟪u, u⟫_ℝ = 1)
    (huw : ⟪u, w⟫_ℝ = 0) (hw : ⟪w, w⟫_ℝ = p) (hv : v = u + e • w + r)
    (hr : ‖r‖ ≤ M * e ^ 2) :
    0 ≤ (overlap u w v).det ∧ (overlap u w v).det ≤ p * M ^ 2 * e ^ 4 := by
  have hp : 0 ≤ p := hw ▸ real_inner_self_nonneg
  rw [hv, det_overlap_remainder hu huw hw]
  constructor
  · rcases hp.eq_or_lt with h0 | hpos
    · have hw0 : w = 0 := inner_self_eq_zero.1 (hw.trans h0.symm)
      rw [← h0, hw0, inner_zero_left]
      norm_num
    · -- p times the determinant is the squared norm of a vector orthogonal to u and w
      have hx : ⟪p • r - (p * ⟪u, r⟫_ℝ) • u - ⟪w, r⟫_ℝ • w,
          p • r - (p * ⟪u, r⟫_ℝ) • u - ⟪w, r⟫_ℝ • w⟫_ℝ
          = p * (p * ⟪r, r⟫_ℝ - p * ⟪u, r⟫_ℝ ^ 2 - ⟪w, r⟫_ℝ ^ 2) := by
        simp only [inner_sub_left, inner_sub_right, real_inner_smul_left,
          real_inner_smul_right]
        rw [real_inner_comm u w, real_inner_comm u r, real_inner_comm w r, hu, huw, hw]
        ring
      exact (mul_nonneg_iff_of_pos_left hpos).1 (hx ▸ real_inner_self_nonneg)
  · have h2 := pow_le_pow_left₀ (norm_nonneg r) hr 2
    rw [← real_inner_self_eq_norm_sq] at h2
    have h3 := mul_le_mul_of_nonneg_left h2 hp
    have h4 := mul_nonneg hp (sq_nonneg ⟪u, r⟫_ℝ)
    linarith [sq_nonneg ⟪w, r⟫_ℝ, show p * (M * e ^ 2) ^ 2 = p * M ^ 2 * e ^ 4 by ring]
```

The hypotheses `hu`, `huw` and `hw` are the normalisation, the orthogonality and the definition of $p$; `hv` and `hr` express the linearisation and its error bound. The offset $e$ may have either sign and need not be small, although the bound is informative mainly when it is. The lower bound is zero, so linear independence is not claimed.

In the proof, `hx` is the computation of $\langle x,x\rangle$, and `rcases` separates $p=0$ from $p>0$. The last branch squares the norm bound, multiplies it by $p$ and discards the non-negative terms.

## Three vectors that attain the upper bound

Equality occurs when $r$ is orthogonal to both $u$ and $w$ and has the largest permitted norm. For $M\ge0$ and any real $q$, take

$$u=(1,0,0),\qquad w=(0,q,0),\qquad r=(0,0,Me^2).$$

Then $p=q^2$, both subtracted terms vanish, and $\det S=q^2M^2e^4$.

```lean
/-- An instance in three dimensions, for `M ≥ 0`: the vectors `u = (1,0,0)`, `w = (0,q,0)` and
`r = (0,0,M e²)` meet the hypotheses with `p = q²`, and the upper bound is attained. -/
theorem det_overlap_bounds_witness (q e M : ℝ) (hM : 0 ≤ M) :
    let u : EuclideanSpace ℝ (Fin 3) := !₂[1, 0, 0]
    let w : EuclideanSpace ℝ (Fin 3) := !₂[0, q, 0]
    let r : EuclideanSpace ℝ (Fin 3) := !₂[0, 0, M * e ^ 2]
    ⟪u, u⟫_ℝ = 1 ∧ ⟪u, w⟫_ℝ = 0 ∧ ⟪w, w⟫_ℝ = q ^ 2 ∧ ‖r‖ = M * e ^ 2 ∧
      (overlap u w (u + e • w + r)).det = q ^ 2 * M ^ 2 * e ^ 4 := by
  intro u w r
  have key : ∀ a b c a' b' c' : ℝ, ⟪(!₂[a, b, c] : EuclideanSpace ℝ (Fin 3)),
      (!₂[a', b', c'] : EuclideanSpace ℝ (Fin 3))⟫_ℝ = a * a' + b * b' + c * c' := by
    intro a b c a' b' c'
    simp [PiLp.inner_apply, Fin.sum_univ_three]
    ring
  have hu : ⟪u, u⟫_ℝ = 1 := (key _ _ _ _ _ _).trans (by ring)
  have huw : ⟪u, w⟫_ℝ = 0 := (key _ _ _ _ _ _).trans (by ring)
  have hw : ⟪w, w⟫_ℝ = q ^ 2 := (key _ _ _ _ _ _).trans (by ring)
  have hur : ⟪u, r⟫_ℝ = 0 := (key _ _ _ _ _ _).trans (by ring)
  have hwr : ⟪w, r⟫_ℝ = 0 := (key _ _ _ _ _ _).trans (by ring)
  have hrr : ⟪r, r⟫_ℝ = (M * e ^ 2) ^ 2 := (key _ _ _ _ _ _).trans (by ring)
  refine ⟨hu, huw, hw, ?_, ?_⟩
  · rw [real_inner_self_eq_norm_sq] at hrr
    exact (sq_eq_sq₀ (norm_nonneg r) (by positivity)).1 hrr
  · rw [det_overlap_remainder hu huw hw, hur, hwr, hrr]
    ring
```

`EuclideanSpace ℝ (Fin 3)` is ordinary three-dimensional space with the dot product. The local statement `key` evaluates that product in coordinates, and the earlier remainder formula then supplies the determinant. Because every $p\ge0$ can be written as $q^2$, the prefactor $pM^2$ in the general bound is the best possible. The third vector $v=(1,eq,Me^2)$ is in general not normalised, so the example does not show that the bound derived below, for an orbital normalised at every energy, is attained.

## The nearly dependent combination

A small determinant does not say which combination of orbitals is nearly zero. Here it is $v-u-e\,w=r$, with coefficient vector $c=(-1,-e,1)$ in the order $u,w,v$. Thus

$$c^{\mathsf T}c=2+e^2,\qquad c^{\mathsf T}S\,c=\|v-u-e\,w\|^2=\|r\|^2\le M^2e^4 .$$

For the normalised coefficient vector $c/\sqrt{2+e^2}$, the overlap expectation is therefore at most $M^2e^4/(2+e^2)$.

```lean
/-- If `v = u + e w + r` with `‖r‖ ≤ M e²`, the coefficient vector `(-1, -e, 1)` has squared
length `2 + e²`, while its quadratic form with the overlap matrix is at most `M² e⁴`. -/
theorem nearly_dependent_direction {u w v r : V} {e M : ℝ} (hv : v = u + e • w + r)
    (hr : ‖r‖ ≤ M * e ^ 2) :
    ![-1, -e, 1] ⬝ᵥ ![-1, -e, 1] = 2 + e ^ 2 ∧
      ![-1, -e, 1] ⬝ᵥ (overlap u w v *ᵥ ![-1, -e, 1]) ≤ M ^ 2 * e ^ 4 := by
  constructor
  · simp only [dotProduct, Fin.sum_univ_three, Matrix.cons_val]
    ring
  · -- the quadratic form is the squared norm of v - u - e w = r
    have hq : ![-1, -e, 1] ⬝ᵥ (overlap u w v *ᵥ ![-1, -e, 1]) = ⟪r, r⟫_ℝ := by
      have hr' : r = v - u - e • w := by rw [hv]; abel
      rw [hr']
      simp only [overlap, Matrix.mulVec, dotProduct, Fin.sum_univ_three, Matrix.of_apply,
        Matrix.cons_val, inner_sub_left, inner_sub_right, real_inner_smul_left,
        real_inner_smul_right]
      ring
    rw [hq, real_inner_self_eq_norm_sq]
    calc ‖r‖ ^ 2 ≤ (M * e ^ 2) ^ 2 := pow_le_pow_left₀ (norm_nonneg r) hr 2
      _ = M ^ 2 * e ^ 4 := by ring
```

This statement needs neither the normalisation of $u$ nor its orthogonality to $w$. The operations `*ᵥ` and `⬝ᵥ` are the matrix-vector and dot products, and `hq` identifies the quadratic form with $\langle r,r\rangle$. Since $w$ carries an inverse energy, the sum $2+e^2$ presupposes a fixed energy unit.

## Error of the linearised orbital

Let $\varphi(E)$ be an orbital depending on energy, with first and second derivatives $\varphi'$ and $\varphi''$, and let $\|\varphi''\|\le K$ between $E$ and $E+e$. The constant $K$ is large where the rate of change of the orbital itself varies rapidly with energy. For $0\le s\le1$, integrating the second derivative along the segment gives

$$\|\varphi'(E+se)-\varphi'(E)\|\le |e|\,K\,s .$$

Define $f(s)=\varphi(E+se)-\varphi(E)-s\,e\,\varphi'(E)$. Then $f(0)=0$ and

$$\|f'(s)\|=|e|\,\|\varphi'(E+se)-\varphi'(E)\|\le Ke^2s .$$

A second integration gives $\|f(s)\|\le Ke^2s^2/2$, and at $s=1$

$$\|\varphi(E+e)-\varphi(E)-e\,\varphi'(E)\|\le \tfrac K2\,e^2 .$$

```lean
/-- If the second energy derivative of an orbital is bounded by `K` between the energies `E` and
`E + e`, the error of its linearisation in energy is at most `K e² / 2`. -/
theorem linearisation_error {φ φ' φ'' : ℝ → V} {E e K : ℝ}
    (h1 : ∀ t, HasDerivAt φ (φ' t) t) (h2 : ∀ t, HasDerivAt φ' (φ'' t) t)
    (hK : ∀ s ∈ Set.Icc (0 : ℝ) 1, ‖φ'' (E + s * e)‖ ≤ K) :
    ‖φ (E + e) - φ E - e • φ' E‖ ≤ K / 2 * e ^ 2 := by
  have line : ∀ s : ℝ, HasDerivAt (fun s : ℝ => E + s * e) e s := fun s =>
    (((hasDerivAt_id' s).mul_const e).const_add E).congr_deriv (one_mul e)
  have d1 : ∀ s : ℝ, HasDerivAt (fun s : ℝ => φ (E + s * e)) (e • φ' (E + s * e)) s :=
    fun s => HasDerivAt.scomp (h := fun s : ℝ => E + s * e) s (h1 _) (line s)
  have d2 : ∀ s : ℝ, HasDerivAt (fun s : ℝ => φ' (E + s * e)) (e • φ'' (E + s * e)) s :=
    fun s => HasDerivAt.scomp (h := fun s : ℝ => E + s * e) s (h2 _) (line s)
  -- the first derivative changes at most linearly along the energy segment
  have hs : ∀ s ∈ Set.Icc (0 : ℝ) 1, ‖φ' (E + s * e) - φ' E‖ ≤ |e| * K * s := by
    intro s hs
    have h := norm_image_sub_le_of_norm_deriv_le_segment'
      (f := fun s : ℝ => φ' (E + s * e)) (f' := fun s : ℝ => e • φ'' (E + s * e))
      (C := |e| * K) (a := 0) (b := 1) (fun x _ => (d2 x).hasDerivWithinAt)
      (fun x hx => by
        show ‖e • φ'' (E + x * e)‖ ≤ |e| * K
        rw [norm_smul, Real.norm_eq_abs]
        exact mul_le_mul_of_nonneg_left (hK x ⟨hx.1, hx.2.le⟩) (abs_nonneg e)) s hs
    simpa only [zero_mul, add_zero, sub_zero] using h
  have df : ∀ s : ℝ, HasDerivAt (fun s : ℝ => φ (E + s * e) - φ E - s • (e • φ' E))
      (e • φ' (E + s * e) - e • φ' E) s := fun s =>
    (((d1 s).sub_const (φ E)).fun_sub
      ((hasDerivAt_id' s).smul_const (e • φ' E))).congr_deriv (by rw [one_smul])
  -- integrate the linear bound
  have h := image_norm_le_of_norm_deriv_right_le_deriv_boundary (a := 0) (b := 1)
    (f := fun s : ℝ => φ (E + s * e) - φ E - s • (e • φ' E))
    (f' := fun s : ℝ => e • φ' (E + s * e) - e • φ' E)
    (B := fun s : ℝ => K * e ^ 2 / 2 * (s * s)) (B' := fun s : ℝ => K * e ^ 2 * s)
    (fun s _ => (df s).continuousAt.continuousWithinAt)
    (fun s _ => (df s).hasDerivWithinAt) (by simp)
    (fun s => (((hasDerivAt_id' s).fun_mul (hasDerivAt_id' s)).const_mul
      (K * e ^ 2 / 2)).congr_deriv (by ring))
    (fun s hs' => by
      show ‖e • φ' (E + s * e) - e • φ' E‖ ≤ K * e ^ 2 * s
      rw [← smul_sub, norm_smul, Real.norm_eq_abs]
      calc |e| * ‖φ' (E + s * e) - φ' E‖ ≤ |e| * (|e| * K * s) :=
            mul_le_mul_of_nonneg_left (hs s ⟨hs'.1, hs'.2.le⟩) (abs_nonneg e)
        _ = |e| ^ 2 * K * s := by ring
        _ = K * e ^ 2 * s := by rw [sq_abs]; ring)
    (Set.right_mem_Icc.2 zero_le_one)
  simp only [one_mul, one_smul, mul_one] at h
  linarith
```

In Lean, `φ'` and `φ''` are separate functions, tied to $\varphi$ by the `HasDerivAt` hypotheses `h1` and `h2`; the derivatives are taken in the norm of $V$. The chain rule provides `d1` and `d2`, and `hs` is the first inequality above. Both integrations are carried out by mean-value inequalities, so $\varphi''$ need not be continuous and $V$ need not be complete.

## The bound for an energy-dependent orbital

If $\langle\varphi(t),\varphi(t)\rangle=1$ at every energy $t$, differentiation at $E$ gives

$$0=\frac{d}{dt}\langle\varphi(t),\varphi(t)\rangle\Big|_{t=E}=2\,\langle\varphi(E),\varphi'(E)\rangle .$$

The orbital is thus orthogonal to its energy derivative. Setting $u=\varphi(E)$, $w=\varphi'(E)$, $v=\varphi(E+e)$, $p=\|\varphi'(E)\|^2$ and $M=K/2$ in the general bound yields

$$0\le\det S\le\|\varphi'(E)\|^2\,\frac{K^2}{4}\,e^4 .$$

```lean
/-- For an orbital normalised at every energy, with second energy derivative bounded by `K`
between `E` and `E + e`, the overlap determinant of `φ(E)`, `φ'(E)` and `φ(E + e)` lies between
`0` and `‖φ'(E)‖² (K/2)² e⁴`. -/
theorem det_overlap_energy {φ φ' φ'' : ℝ → V} {E e K : ℝ}
    (hn : ∀ t, ⟪φ t, φ t⟫_ℝ = 1)
    (h1 : ∀ t, HasDerivAt φ (φ' t) t) (h2 : ∀ t, HasDerivAt φ' (φ'' t) t)
    (hK : ∀ s ∈ Set.Icc (0 : ℝ) 1, ‖φ'' (E + s * e)‖ ≤ K) :
    0 ≤ (overlap (φ E) (φ' E) (φ (E + e))).det ∧
      (overlap (φ E) (φ' E) (φ (E + e))).det ≤ ‖φ' E‖ ^ 2 * (K / 2) ^ 2 * e ^ 4 := by
  -- differentiating the normalisation gives orthogonality
  have horth : ⟪φ E, φ' E⟫_ℝ = 0 := by
    have hc : HasDerivAt (fun t => ⟪φ t, φ t⟫_ℝ) 0 E := by
      simp only [hn]
      exact hasDerivAt_const _ _
    have h := ((h1 E).inner ℝ (h1 E)).unique hc
    rw [real_inner_comm (φ E) (φ' E)] at h
    linarith
  exact det_overlap_bounds (hn E) horth (real_inner_self_eq_norm_sq _)
    (r := φ (E + e) - φ E - e • φ' E) (by abel) (linearisation_error h1 h2 hK)

end LocalOrbitalDependence
```

The hypothesis `hn` is the normalisation, and `horth` obtains orthogonality by comparing two derivatives of the same constant function. The final line passes this and the linearisation error to `det_overlap_bounds`. Normalisation and differentiability are assumed at all real energies, while the bound $K$ is required only between $E$ and $E+e$. That the radial solutions of a given potential satisfy these conditions is an input to the theorem.

```lean
#print axioms LocalOrbitalDependence.nearly_dependent_direction
#print axioms LocalOrbitalDependence.det_overlap_energy
```

```
'LocalOrbitalDependence.nearly_dependent_direction' depends on axioms: [propext, Classical.choice, Quot.sound]
'LocalOrbitalDependence.det_overlap_energy' depends on axioms: [propext, Classical.choice, Quot.sound]
```
